# Density derivative of the VV10 pair energy on a finite grid, for ω and κ depending on the local density

## Grid, kernel and energy

The grid is a finite set of points labelled $i, j, m$. Point $i$ carries a quadrature weight $w_i$, a density $n_i$ and two site values $\omega_i$ and $\kappa_i$; each ordered pair has a separation $R_{ij}$. All of these are real numbers in atomic units. The damping function, the kernel and the energy are

$$g_{ij} = \omega_i R_{ij}^2 + \kappa_i, \qquad K(a,b) = -\frac{3}{2ab(a+b)}, \qquad \Phi_{ij} = K(g_{ij}, g_{ji}),$$

$$E = \tfrac12 \sum_{i}\sum_{j} w_i w_j\, n_i n_j\, \Phi_{ij}.$$

The double sum runs over all ordered pairs, the diagonal $i=j$ included. The first index of $g_{ij}$ names the point whose $\omega$ and $\kappa$ are used, so $g_{ij} \ne g_{ji}$ in general. The value $\omega_i \ge 0$ stands for a local response frequency: for positive $\omega_i,\omega_j$ and a large distance $R = R_{ij} = R_{ji}$ the kernel approaches $-3/\big(2\omega_i\omega_j(\omega_i+\omega_j)R^6\big)$, the attractive dispersion tail, whose coefficient $3/\big(2\omega_i\omega_j(\omega_i+\omega_j)\big)$ is fixed by the two site frequencies and decreases as they grow. The value $\kappa_i > 0$ is the short-range damping that keeps the kernel finite at zero separation. The energy becomes a function of the densities alone through $\omega_i = o(n_i)$ and $\kappa_i = k(n_i)$, with the same two functions $o$ and $k$ at every point. This is a simplification: in VV10 itself $\omega$ also depends on the density gradient. One abbreviation is used throughout:

$$h_{ij} = \frac{1}{g_{ij}} + \frac{1}{g_{ij}+g_{ji}}.$$

## The derivative with respect to one grid density

Suppose $o(n_i) \ge 0$ and $k(n_i) > 0$ at every grid point, and that $o$ and $k$ are differentiable at $n_m$, with derivatives $o'(n_m)$ and $k'(n_m)$. With weights and separations held fixed,

$$\frac{\partial E}{\partial n_m} = v_m, \qquad v_m = w_m \sum_j w_j n_j \Phi_{mj}\Big(1 - n_m\big(k'(n_m) + o'(n_m)R_{mj}^2\big)\,h_{mj}\Big).$$

The quantity $v_m$ contains the weight $w_m$; the potential at the point is the sum without that prefactor. There is no factor $\tfrac12$, and the term $j=m$ has the same form as all the others. Two companion identities hold under the same sign conditions. Along a density path $n(t)$ with rates $\dot n_m$, where $o$ and $k$ are differentiable at every grid density, $dE/dt = \sum_m \dot n_m v_m$. With $n$, $\omega$, $\kappa$ treated as independent,

$$\frac{\partial E}{\partial \omega_m} = -w_m n_m \sum_j w_j n_j \Phi_{mj} R_{mj}^2 h_{mj}.$$

A grid of one point with $R_{11}=0$ already tests the diagonal term. Dropping the index, $\Phi = -3/(4k^3)$, $h = 3/(2k)$ and $E = -3w^2n^2/(8k^3)$; direct differentiation and the formula both give $-3w^2 n/(4k^3) + 9w^2n^2k'/(8k^4)$.

## Use in a self-consistent field cycle

In a Kohn–Sham code the nonlocal correlation contribution to the Fock matrix is the derivative of the energy with respect to the density matrix, and for a fixed grid and density-only $\omega$, $\kappa$ the path identity supplies it. If $n_m = \sum_{\mu\nu} P_{\mu\nu}\,\chi_\mu(\mathbf r_m)\chi_\nu(\mathbf r_m)$, with density matrix $P$, real basis functions $\chi_\mu$ and grid positions $\mathbf r_m$, then varying one entry $P_{\mu\nu}$ gives $\dot n_m = \chi_\mu(\mathbf r_m)\chi_\nu(\mathbf r_m)$ and the matrix element $\sum_m v_m\chi_\mu(\mathbf r_m)\chi_\nu(\mathbf r_m)$. The formula is the exact derivative of the discretised energy, however coarse the grid, so a finite-difference comparison between the energy routine and the potential routine should agree up to step-size and rounding error, with no allowance for quadrature error.

## First variation of the double sum

Let $n_i$, $\omega_i$, $\kappa_i$ depend on a parameter $t$, with a dot for the rate of change. Since $\omega_i \ge 0$ and $\kappa_i > 0$, every $g_{ij}$ is positive, and $\dot g_{ij} = \dot\omega_i R_{ij}^2 + \dot\kappa_i$.

For $a, b > 0$ we have $\ln(-K) = \ln\tfrac32 - \ln a - \ln b - \ln(a+b)$. Differentiating,

$$\dot K = -K\left[\dot a\Big(\frac1a + \frac1{a+b}\Big) + \dot b\Big(\frac1b + \frac1{a+b}\Big)\right].$$

With $a = g_{ij}$ and $b = g_{ji}$ this reads $\dot\Phi_{ij} = -\Phi_{ij}\,(\dot g_{ij}h_{ij} + \dot g_{ji}h_{ji})$. The product rule on the pair term $T_{ij} = w_iw_jn_in_j\Phi_{ij}$ gives

$$\dot T_{ij} = w_iw_j\Phi_{ij}\big[\dot n_i n_j + n_i\dot n_j - n_in_j\dot g_{ij}h_{ij} - n_in_j\dot g_{ji}h_{ji}\big].$$

Collect the terms driven by the variables at point $i$:

$$A_{ij} = w_i\, w_j n_j \Phi_{ij}\big(\dot n_i - n_i(\dot\kappa_i + \dot\omega_iR_{ij}^2)\,h_{ij}\big).$$

Because $K(a,b) = K(b,a)$, we have $\Phi_{ji} = K(g_{ji},g_{ij}) = \Phi_{ij}$ whatever $R$ is, and the two remaining terms are exactly $A_{ji}$. So $\dot T_{ij} = A_{ij} + A_{ji}$, also for $i=j$, where it equals $2A_{ii}$. Renaming the dummy indices shows $\sum_{ij}A_{ji} = \sum_{ij}A_{ij}$, and therefore

$$\dot E = \tfrac12\sum_{ij}(A_{ij}+A_{ji}) = \sum_{ij}A_{ij}.$$

The three identities are special cases. Varying $n_m$ alone sets $\dot n_i = \delta_{im}$, $\dot\omega_i = o'(n_m)\delta_{im}$, $\dot\kappa_i = k'(n_m)\delta_{im}$, with $\delta_{im}$ the Kronecker delta; only $i=m$ survives and $\sum_jA_{mj} = v_m$. Along a density path the chain rule gives $\dot\omega_i = o'(n_i)\dot n_i$ and $\dot\kappa_i = k'(n_i)\dot n_i$, so $\dot n_i$ factors out of $\sum_jA_{ij}$ and leaves $\dot n_iv_i$. Varying $\omega_m$ alone sets $\dot n_i = \dot\kappa_i = 0$ and $\dot\omega_i = \delta_{im}$.

## The Lean file

```lean
import Mathlib

open Finset

namespace VV10Potential

noncomputable section

variable {ι : Type*} [Fintype ι] [DecidableEq ι]

/-- The damping function `g_ij = ω_i R_ij² + κ_i` built from the site values `ω_i`, `κ_i`
and the separations `R_ij`. -/
def g (R : ι → ι → ℝ) (ω κ : ι → ℝ) (i j : ι) : ℝ := ω i * R i j ^ 2 + κ i

/-- The VV10 kernel as a function of two damping values: `-3 / (2 a b (a + b))`. -/
def pairKernel (a b : ℝ) : ℝ := -3 / (2 * a * b * (a + b))

/-- The VV10 kernel between grid points, `Φ_ij = -3 / (2 g_ij g_ji (g_ij + g_ji))`. -/
def Phi (R : ι → ι → ℝ) (ω κ : ι → ℝ) (i j : ι) : ℝ :=
  pairKernel (g R ω κ i j) (g R ω κ j i)

/-- The grid energy `½ ∑_ij w_i w_j n_i n_j Φ_ij` with density `n` and site values `ω`, `κ`
taken as independent variables. -/
def energy (w : ι → ℝ) (R : ι → ι → ℝ) (n ω κ : ι → ℝ) : ℝ :=
  1 / 2 * ∑ i, ∑ j, w i * w j * n i * n j * Phi R ω κ i j

/-- The grid energy as a functional of the density alone, with `ω_i = o(n_i)` and
`κ_i = k(n_i)`. -/
def densityEnergy (w : ι → ℝ) (R : ι → ι → ℝ) (o k : ℝ → ℝ) (n : ι → ℝ) : ℝ :=
  energy w R n (fun i => o (n i)) (fun i => k (n i))

/-- The weighted potential at grid point `m`:
`w_m ∑_j w_j n_j Φ_mj (1 - n_m (k'(n_m) + o'(n_m) R_mj²)(1/g_mj + 1/(g_mj + g_jm)))`. -/
def potential (w : ι → ℝ) (R : ι → ι → ℝ) (o k : ℝ → ℝ) (n : ι → ℝ) (m : ι) : ℝ :=
  w m * ∑ j, w j * n j * Phi R (fun i => o (n i)) (fun i => k (n i)) m j *
    (1 - n m * (deriv k (n m) + deriv o (n m) * R m j ^ 2) *
      (1 / g R (fun i => o (n i)) (fun i => k (n i)) m j +
        1 / (g R (fun i => o (n i)) (fun i => k (n i)) m j +
          g R (fun i => o (n i)) (fun i => k (n i)) j m)))

/-- The kernel is symmetric in its two damping values. -/
theorem pairKernel_symm (a b : ℝ) : pairKernel a b = pairKernel b a := by
  unfold pairKernel
  congr 1
  ring

omit [Fintype ι] [DecidableEq ι] in
/-- For `ω ≥ 0` and `κ > 0` every damping value `g_ij` is positive. -/
theorem g_pos (R : ι → ι → ℝ) {ω κ : ι → ℝ} (hω : ∀ i, 0 ≤ ω i) (hκ : ∀ i, 0 < κ i)
    (i j : ι) : 0 < g R ω κ i j := by
  have h1 := hω i
  have h2 := hκ i
  unfold g
  positivity

/-- When two positive damping values vary at rates `a'`, `b'`, the kernel `K` varies at the rate
`-K (a' (1/a + 1/(a+b)) + b' (1/b + 1/(a+b)))`. -/
theorem pairKernel_hasDerivAt {a b : ℝ → ℝ} {a' b' t : ℝ} (ha : HasDerivAt a a' t)
    (hb : HasDerivAt b b' t) (ha0 : 0 < a t) (hb0 : 0 < b t) :
    HasDerivAt (fun s => pairKernel (a s) (b s))
      (-pairKernel (a t) (b t) *
        (a' * (1 / a t + 1 / (a t + b t)) + b' * (1 / b t + 1 / (a t + b t)))) t := by
  have h1 : a t ≠ 0 := ha0.ne'
  have h2 : b t ≠ 0 := hb0.ne'
  have h3 : a t + b t ≠ 0 := by positivity
  have hne : 2 * a t * b t * (a t + b t) ≠ 0 := by positivity
  -- derivative of the denominator, then the quotient rule
  have hD : HasDerivAt (fun s => 2 * a s * b s * (a s + b s))
      ((2 * a' * b t + 2 * a t * b') * (a t + b t) + 2 * a t * b t * (a' + b')) t :=
    ((ha.const_mul 2).fun_mul hb).fun_mul (ha.fun_add hb)
  have h := (hasDerivAt_const t (-3 : ℝ)).fun_div hD hne
  unfold pairKernel
  refine h.congr_deriv ?_
  field_simp
  ring

omit [DecidableEq ι] in
/-- First variation: if `n`, `ω`, `κ` vary at rates `n'`, `ω'`, `κ'` with `ω ≥ 0`, `κ > 0`, the
energy varies at the rate
`∑_i w_i ∑_j w_j n_j Φ_ij (n'_i - n_i (κ'_i + ω'_i R_ij²)(1/g_ij + 1/(g_ij + g_ji)))`. -/
theorem energy_hasDerivAt (w : ι → ℝ) (R : ι → ι → ℝ) {n ω κ : ℝ → ι → ℝ}
    {n' ω' κ' : ι → ℝ} {t : ℝ}
    (hn : ∀ i, HasDerivAt (fun s => n s i) (n' i) t)
    (hω : ∀ i, HasDerivAt (fun s => ω s i) (ω' i) t)
    (hκ : ∀ i, HasDerivAt (fun s => κ s i) (κ' i) t)
    (hω0 : ∀ i, 0 ≤ ω t i) (hκ0 : ∀ i, 0 < κ t i) :
    HasDerivAt (fun s => energy w R (n s) (ω s) (κ s))
      (∑ i, w i * ∑ j, w j * n t j * Phi R (ω t) (κ t) i j *
        (n' i - n t i * (κ' i + ω' i * R i j ^ 2) *
          (1 / g R (ω t) (κ t) i j +
            1 / (g R (ω t) (κ t) i j + g R (ω t) (κ t) j i)))) t := by
  -- `A i j` is the change of the pair term caused by the variables at site `i`
  obtain ⟨A, hA⟩ : ∃ A : ι → ι → ℝ, ∀ i j, A i j =
      w i * (w j * n t j * Phi R (ω t) (κ t) i j *
        (n' i - n t i * (κ' i + ω' i * R i j ^ 2) *
          (1 / g R (ω t) (κ t) i j +
            1 / (g R (ω t) (κ t) i j + g R (ω t) (κ t) j i)))) := ⟨_, fun _ _ => rfl⟩
  have hg : ∀ i j, HasDerivAt (fun s => g R (ω s) (κ s) i j) (ω' i * R i j ^ 2 + κ' i) t :=
    fun i j => ((hω i).mul_const _).fun_add (hκ i)
  have hT : ∀ i j, HasDerivAt (fun s => w i * w j * n s i * n s j * Phi R (ω s) (κ s) i j)
      (A i j + A j i) t := by
    intro i j
    have hK := pairKernel_hasDerivAt (hg i j) (hg j i) (g_pos R hω0 hκ0 i j)
      (g_pos R hω0 hκ0 j i)
    refine ((((hn i).const_mul (w i * w j)).fun_mul (hn j)).fun_mul hK).congr_deriv ?_
    simp only [hA, Phi]
    rw [pairKernel_symm (g R (ω t) (κ t) j i) (g R (ω t) (κ t) i j)]
    ring
  have hsum := (HasDerivAt.fun_sum fun i (_ : i ∈ Finset.univ) =>
    HasDerivAt.fun_sum fun j (_ : j ∈ Finset.univ) => hT i j).const_mul (1 / 2 : ℝ)
  refine hsum.congr_deriv ?_
  -- exchanging the summation indices cancels the factor one half
  have hsw : ∑ i, ∑ j, A j i = ∑ i, ∑ j, A i j := Finset.sum_comm
  have hhalf : 1 / 2 * ∑ i, ∑ j, (A i j + A j i) = ∑ i, ∑ j, A i j := by
    simp only [Finset.sum_add_distrib]
    linarith [hsw]
  rw [hhalf]
  simp only [hA, Finset.mul_sum]

omit [Fintype ι] in
/-- When only the value at grid point `m` is varied, a local function `f(x_i)` changes at the
rate `f'` for `i = m` and at rate zero otherwise. -/
theorem update_hasDerivAt {f : ℝ → ℝ} {f' : ℝ} (x : ι → ℝ) (m : ι)
    (hf : HasDerivAt f f' (x m)) (i : ι) :
    HasDerivAt (fun s => f (Function.update x m s i)) (if i = m then f' else 0) (x m) := by
  by_cases h : i = m
  · rw [if_pos h]
    subst h
    simpa only [Function.update_self] using hf
  · simp only [Function.update_of_ne h, if_neg h]
    exact hasDerivAt_const _ _

/-- If `o(n_i) ≥ 0`, `k(n_i) > 0` on the grid and `o`, `k` are differentiable at `n_m`, the
partial derivative of the energy with respect to `n_m` is the weighted potential at `m`. -/
theorem densityEnergy_partial (w : ι → ℝ) (R : ι → ι → ℝ) (o k : ℝ → ℝ) (n : ι → ℝ) (m : ι)
    (ho : DifferentiableAt ℝ o (n m)) (hk : DifferentiableAt ℝ k (n m))
    (ho0 : ∀ i, 0 ≤ o (n i)) (hk0 : ∀ i, 0 < k (n i)) :
    HasDerivAt (fun s => densityEnergy w R o k (Function.update n m s))
      (potential w R o k n m) (n m) := by
  have h := energy_hasDerivAt w R (n := fun s => Function.update n m s)
    (ω := fun s i => o (Function.update n m s i))
    (κ := fun s i => k (Function.update n m s i)) (t := n m)
    (update_hasDerivAt (f := fun x => x) n m (hasDerivAt_id' _))
    (update_hasDerivAt n m ho.hasDerivAt) (update_hasDerivAt n m hk.hasDerivAt)
    (fun i => by simpa using ho0 i) (fun i => by simpa using hk0 i)
  refine h.congr_deriv ?_
  simp only [Function.update_eq_self]
  -- only the site `m` contributes to the outer sum
  rw [Finset.sum_eq_single m]
  · simp [potential]
  · intro i _ hi
    simp [hi]
  · simp

omit [DecidableEq ι] in
/-- Along a density path with rates `n'_m`, on which `o ≥ 0`, `k > 0` are differentiable at the
grid densities, the energy changes at the rate `∑_m n'_m v_m` with `v` the weighted potential. -/
theorem densityEnergy_path (w : ι → ℝ) (R : ι → ι → ℝ) (o k : ℝ → ℝ) {n : ℝ → ι → ℝ}
    {n' : ι → ℝ} {t : ℝ} (hn : ∀ i, HasDerivAt (fun s => n s i) (n' i) t)
    (ho : ∀ i, DifferentiableAt ℝ o (n t i)) (hk : ∀ i, DifferentiableAt ℝ k (n t i))
    (ho0 : ∀ i, 0 ≤ o (n t i)) (hk0 : ∀ i, 0 < k (n t i)) :
    HasDerivAt (fun s => densityEnergy w R o k (n s))
      (∑ m, n' m * potential w R o k (n t) m) t := by
  -- chain rule for the site values
  have hω : ∀ i, HasDerivAt (fun s => o (n s i)) (deriv o (n t i) * n' i) t := fun i => by
    have h := HasDerivAt.comp t (ho i).hasDerivAt (hn i)
    exact h
  have hκ : ∀ i, HasDerivAt (fun s => k (n s i)) (deriv k (n t i) * n' i) t := fun i => by
    have h := HasDerivAt.comp t (hk i).hasDerivAt (hn i)
    exact h
  have h := energy_hasDerivAt w R (ω := fun s i => o (n s i)) (κ := fun s i => k (n s i))
    hn hω hκ ho0 hk0
  refine h.congr_deriv (Finset.sum_congr rfl fun m _ => ?_)
  simp only [potential, Finset.mul_sum]
  exact Finset.sum_congr rfl fun j _ => by ring

/-- For `ω ≥ 0`, `κ > 0`, the partial derivative of the energy with respect to `ω_m` at fixed
`n`, `κ` is `-w_m n_m ∑_j w_j n_j Φ_mj R_mj² (1/g_mj + 1/(g_mj + g_jm))`. -/
theorem energy_partial_omega (w : ι → ℝ) (R : ι → ι → ℝ) (n ω κ : ι → ℝ) (m : ι)
    (hω0 : ∀ i, 0 ≤ ω i) (hκ0 : ∀ i, 0 < κ i) :
    HasDerivAt (fun s => energy w R n (Function.update ω m s) κ)
      (-(w m * n m) * ∑ j, w j * n j * Phi R ω κ m j * R m j ^ 2 *
        (1 / g R ω κ m j + 1 / (g R ω κ m j + g R ω κ j m))) (ω m) := by
  have h := energy_hasDerivAt w R (n := fun _ => n) (ω := fun s => Function.update ω m s)
    (κ := fun _ => κ) (t := ω m) (fun i => hasDerivAt_const (ω m) (n i))
    (update_hasDerivAt (f := fun x => x) ω m (hasDerivAt_id' _))
    (fun i => hasDerivAt_const (ω m) (κ i)) (fun i => by simpa using hω0 i) hκ0
  refine h.congr_deriv ?_
  simp only [Function.update_eq_self]
  rw [Finset.sum_eq_single m]
  · simp only [if_true, Finset.mul_sum]
    exact Finset.sum_congr rfl fun j _ => by ring
  · intro i _ hi
    simp [hi]
  · simp

end

end VV10Potential
```

```lean
#print axioms VV10Potential.densityEnergy_partial
#print axioms VV10Potential.densityEnergy_path
#print axioms VV10Potential.energy_partial_omega
```

```
'VV10Potential.densityEnergy_partial' depends on axioms: [propext, Classical.choice, Quot.sound]
'VV10Potential.densityEnergy_path' depends on axioms: [propext, Classical.choice, Quot.sound]
'VV10Potential.energy_partial_omega' depends on axioms: [propext, Classical.choice, Quot.sound]
```

## The theorems in terms of the grid quantities

The finite type `ι` is the set of grid points; `w`, `n`, `ω`, `κ` are real vectors over it and `R` is a real array with two indices. The definitions `g`, `pairKernel`, `Phi` and `energy` are $g_{ij}$, $K$, $\Phi_{ij}$ and $E$; `densityEnergy` substitutes $o(n_i)$ and $k(n_i)$; `potential` is $v_m$, with `deriv k (n m)` and `deriv o (n m)` for $k'(n_m)$ and $o'(n_m)$. A statement `HasDerivAt f f' x` says that `f` is differentiable at `x` with derivative `f'`. The vector `Function.update n m s` is $n$ with its $m$-th entry replaced by $s$, so `densityEnergy_partial` differentiates the energy as a function of $n_m$ at its current value. There `ho` and `hk` ask for differentiability at $n_m$ only, while `ho0` and `hk0` impose the signs at all points, at the current densities only. In `energy_hasDerivAt` the vectors `n'`, `ω'`, `κ'` are the dotted rates. Nothing is assumed of `w`, of the sign of `n`, or of `R`: physical distances, with $R_{ij}=R_{ji}$ and $R_{ii}=0$, are a special case.

The lemmas follow the derivation. `pairKernel_symm` is $K(a,b)=K(b,a)$ and `g_pos` is $g_{ij}>0$. `pairKernel_hasDerivAt` reaches the formula for $\dot K$ by a route without logarithms: `hD` differentiates the denominator $2ab(a+b)$, `fun_div` applies the quotient rule, and `field_simp` with `ring` brings the result to the stated form. In `energy_hasDerivAt`, `A` is $A_{ij}$, `hg` is $\dot g_{ij}$, `hT` is $\dot T_{ij} = A_{ij}+A_{ji}$ with the kernel symmetry used in the `rw` step, `hsum` differentiates the double sum term by term, `hsw` renames the indices through `Finset.sum_comm`, and `hhalf` cancels the factor $\tfrac12$. `update_hasDerivAt` produces the Kronecker-delta rates as `if i = m then f' else 0`. Both `densityEnergy_partial` and `energy_partial_omega` insert such rates and reduce the outer sum to $i=m$ with `Finset.sum_eq_single`. `densityEnergy_path` obtains `hω` and `hκ` from the chain rule `HasDerivAt.comp` and factors out $\dot n_m$ term by term.

## Gradient dependence, moving grids and vanishing density

The theorems establish that the stated expressions are the exact derivatives of the discretised energy in real arithmetic, on any finite grid. They say nothing about rounding, about convergence to the continuum double integral, or about an implementation of the sums.

In the full VV10 functional $\omega$ depends on the density gradient as well as on the density, which the one-argument function `o` excludes; `densityEnergy_partial` and `densityEnergy_path` are therefore not the complete VV10 potential. The general result `energy_hasDerivAt` accepts any differentiable variation of $\omega_i$, whatever its origin, and `energy_partial_omega` is the factor that multiplies the gradient derivative of $\omega_m$ in a chain rule; the assembly of those gradient terms is not a theorem of the file. The functional's local term linear in the density is absent from `energy`.

Weights and separations are constants in every theorem, so nuclear forces on atom-centred grids, where both move, need further terms. The signs and the differentiability of $o$ and $k$ are hypotheses, with no explicit form of either function supplied. The VV10 damping scales as $n^{1/6}$ and vanishes at zero density, where `hk0` fails: the theorems then apply to a grid from which such points have been removed, with the set of retained points kept fixed while the density varies.
